# The Bloch effective Hamiltonian of a three-state chain for amplitudes (1, 0)

The chain has three states with zero on-site energies and unit coupling between nearest neighbours; the first two states form the model space and the third is the outer space. For a row of amplitudes X, the Bloch effective Hamiltonian is the model-space block of H plus the block coupling the model space to the outer space, multiplied by X. The theorem `chain_heff` says that for X = (1, 0) this 2 × 2 matrix has rows (0, 1) and (2, 0); it does not assert that X solves the Bloch equation. The attempt compares the matrices entry by entry, unfolding the definitions and calculating each of the four entries with `norm_num`.

As first written in Lean, the proof fails:

```lean
import Mathlib

open Matrix
open scoped ComplexOrder

namespace ChainHeff

noncomputable section

variable {m n : Type*} [Fintype m] [DecidableEq m] [Fintype n]

omit [Fintype m] [DecidableEq m] in
/-- The Bloch effective Hamiltonian: the model-space block of `H` plus the coupling to the
outer space times the amplitudes `X`. -/
def heff (H : Matrix (m ⊕ n) (m ⊕ n) ℂ) (X : Matrix n m ℂ) : Matrix m m ℂ :=
  H.toBlocks₁₁ + H.toBlocks₁₂ * X

/-- The three-state chain with unit nearest-neighbour coupling; the first two states form the
model space and the third is the outer space. -/
def chain : Matrix (Fin 2 ⊕ Fin 1) (Fin 2 ⊕ Fin 1) ℂ :=
  (!![0, 1, 0; 1, 0, 1; 0, 1, 0] : Matrix (Fin 3) (Fin 3) ℂ).submatrix
    (Sum.elim ![0, 1] ![2]) (Sum.elim ![0, 1] ![2])

/-- The amplitudes `X = (1, 0)`. -/
def chainX : Matrix (Fin 1) (Fin 2) ℂ := !![1, 0]

/-- The effective Hamiltonian of the chain with `X = (1, 0)` is `[[0, 1], [2, 0]]`. -/
theorem chain_heff : heff chain chainX = !![0, 1; 2, 0] := by
  ext i j
  fin_cases i <;> fin_cases j <;>
    norm_num [heff, chain, chainX, Matrix.toBlocks₁₁, Matrix.toBlocks₁₂, Matrix.mul_apply]

end

end ChainHeff
```

Messages:

```
Main.lean:28:59: error: unsolved goals
case «0».«0»
⊢ ![0, 1, 0] 2 = 0

case «1».«0»
⊢ 1 + ![1, 0, 1] 2 = 2
```

This version goes through:

```diff
@@ -29,5 +29,6 @@
   ext i j
   fin_cases i <;> fin_cases j <;>
-    norm_num [heff, chain, chainX, Matrix.toBlocks₁₁, Matrix.toBlocks₁₂, Matrix.mul_apply]
+    simp [heff, chain, chainX, Matrix.toBlocks₁₁, Matrix.toBlocks₁₂, Matrix.mul_apply]
+  norm_num
 
 end
```

What went wrong. The two goals left over are the entries of the first column. Each contains an entry of the chain's matrix that was never read off: `![0, 1, 0] 2` is 0 and `![1, 0, 1] 2` is 1, so both goals are true. In the second column the amplitude is 0, so the coupling term vanishes whatever its value.

Entries at positions 0 and 1 of a vector are read off by ordinary simp lemmas, which `norm_num` uses. Position 2 needs a simproc, a small program that simplifies terms, and `norm_num` does not run the default simprocs. `simp` does, so with the same list of definitions and lemmas it reads off both entries. This settles the first goal and turns the second into `1 + 1 = 2` over the complex numbers, which the added `norm_num` proves by arithmetic.
